# Old and new roots interlace when a real symmetric Hamiltonian matrix gains one orthonormal basis function

**Q.** I add a function to my basis and the third root drops. The variational principle for the ground state doesn't tell me whether the next function will push that root up again, or whether it could fall below the old second root. Without an answer, I can't read a series of excited energies as a descent. You say a formal theorem settles this. What does it say?

**A.** Let $H$ be a real symmetric $n\times n$ matrix with roots $a_0\le\dots\le a_{n-1}$, counted with multiplicity. Add one orthonormal function with couplings $c$ to the old functions and diagonal element $d$. Call the enlarged matrix $B$ and its roots $b_0\le\dots\le b_n$. Then
$$b_k\le a_k\le b_{k+1},\qquad k=0,\dots,n-1.$$
So your third root can't rise, and it can't fall below the old second root.

**Q.** Derive it before you show me any code.

**A.** Let $u_i$ and $v_j$ be the orthonormal eigenvectors of $H$ and $B$. For any $x\in\mathbb R^n$, completeness and symmetry give
$$x\cdot x=\sum_i (u_i\cdot x)^2,\qquad x\cdot Hx=\sum_i (u_i\cdot x)(Hu_i\cdot x)=\sum_i a_i\,(u_i\cdot x)^2 .$$
If $x$ is orthogonal to every $u_i$ with $i>k$, only roots up to $a_k$ contribute, so $x\cdot Hx\le a_k\,x\cdot x$. If it is orthogonal to every $u_i$ with $i<k$, then $x\cdot Hx\ge a_k\,x\cdot x$. The same holds for $B$ with $v_j$ and $b_j$.

Now write $Px=(0,x)$ for the old vector in the new basis. The zero removes $c$ and $d$, so $Px\cdot B\,Px=x\cdot Hx$ and $Px\cdot Px=x\cdot x$.

For the left inequality, require $v_j\cdot Px=0$ for $j<k$ and $u_i\cdot x=0$ for $i>k$. These are $k+(n-1-k)=n-1$ linear conditions on $n$ components, so a nonzero $x$ satisfies them, and
$$b_k\,x\cdot x\le Px\cdot B\,Px=x\cdot Hx\le a_k\,x\cdot x .$$
Divide by $x\cdot x>0$.

For the right inequality, require $u_i\cdot x=0$ for $i<k$ and $v_j\cdot Px=0$ for $j>k+1$. That is again $k+(n-k-1)=n-1$ conditions, and
$$a_k\,x\cdot x\le x\cdot Hx=Px\cdot B\,Px\le b_{k+1}\,x\cdot x .$$

**Q.** Fine. Now the code. Where is the new basis function?

In Lean 4 with Mathlib:

```lean
import Mathlib

open Matrix

namespace BasisSetInterlacing

noncomputable section

variable {n : ℕ} {H : Matrix (Fin n) (Fin n) ℝ}
```

**A.** In the first row and column of `bordered`. The old block is $H$ itself, unchanged.

```lean
/-- The Hamiltonian matrix after one more orthonormal basis function is added: `c` holds its
couplings to the old functions and `d` its diagonal element. The new function is listed first. -/
def bordered (H : Matrix (Fin n) (Fin n) ℝ) (c : Fin n → ℝ) (d : ℝ) :
    Matrix (Fin (n + 1)) (Fin (n + 1)) ℝ :=
  Matrix.of (vecCons (vecCons d c) (fun i => vecCons (c i) (H i)))
```

**Q.** I see no overlap matrix. My atomic orbitals aren't orthogonal.

**A.** Orthonormality is built in by using the ordinary eigenvalue problem. For linearly independent functions that overlap, orthonormalise the old ones first, then project them out of the new one and normalise it. The old block then stays fixed, and $c$ and $d$ may be any real numbers.

**Q.** And "the $k$-th root" really means the sorted one?

**A.** Yes. `level` sorts Mathlib's eigenvalues upwards, with multiplicity, and `state` picks the normalised eigenvector at the same position. Counting starts at zero, as in my derivation.

```lean
/-- The roots of a real symmetric Hamiltonian matrix, with multiplicity, sorted upwards. -/
def level (hH : H.IsHermitian) (k : Fin n) : ℝ :=
  hH.eigenvalues (Tuple.sort hH.eigenvalues k)

/-- The normalised eigenvector that belongs to the root `level hH k`. -/
def state (hH : H.IsHermitian) (k : Fin n) : Fin n → ℝ :=
  (hH.eigenvectorBasis (Tuple.sort hH.eigenvalues k)).ofLp
```

The trial vectors are not normalised. `energy` is $x\cdot Hx$, and the energy expectation value of a nonzero $x$ is that number divided by $x\cdot x$. The map $P$ is `pad`.

```lean
/-- The energy form `x · H x` of a trial vector, not divided by its squared norm. -/
def energy (H : Matrix (Fin n) (Fin n) ℝ) (x : Fin n → ℝ) : ℝ := x ⬝ᵥ H *ᵥ x

/-- An old trial vector in the enlarged basis, with coefficient zero on the new function. -/
def pad (x : Fin n → ℝ) : Fin (n + 1) → ℝ := vecCons 0 x
```

**Q.** Which physical assumption does `hH : H.IsHermitian` carry?

**A.** Over the real numbers it says that $H$ is symmetric, as it is for a Hermitian Hamiltonian with real matrix elements. The border uses the same $c$ in its row and column, so the enlarged matrix is symmetric too. The proof checks the four kinds of entry.

```lean
/-- Bordering a real symmetric matrix gives a real symmetric matrix. -/
theorem bordered_isHermitian (hH : H.IsHermitian) (c : Fin n → ℝ) (d : ℝ) :
    (bordered H c d).IsHermitian := by
  refine Matrix.IsHermitian.ext fun i j => ?_
  induction i using Fin.cases with
  | zero =>
    induction j using Fin.cases with
    | zero => exact star_trivial _
    | succ j => exact star_trivial _
  | succ i =>
    induction j using Fin.cases with
    | zero => exact star_trivial _
    | succ j => exact hH.apply i j
```

**Q.** Would real roots be enough, without symmetry?

**A.** No. Take
$$H=\begin{pmatrix}0&1\\0&0\end{pmatrix},\quad c=(1,1),\quad d=0,\qquad B=\begin{pmatrix}0&1&1\\1&0&1\\1&0&0\end{pmatrix}.$$
The old roots are $0,0$. The characteristic polynomial of $B$ is $\lambda^3-2\lambda-1=(\lambda+1)(\lambda^2-\lambda-1)$, with roots $-1$, $(1-\sqrt5)/2\approx-0.618$ and $(1+\sqrt5)/2\approx1.618$. All are real, yet $b_1<a_0$: the middle root has fallen below the old root beneath it.

**Q.** Then show me where symmetry enters the proof.

**A.** In the two expansions. `completeness` takes Mathlib's resolution of the scalar product in the eigenvector basis and reorders the sum to match the sorted roots. `energy_eq_sum` applies it to $x$ and $Hx$, then uses $H^{\mathsf T}=H$ to let the matrix act on the eigenvector instead.

```lean
/-- The eigenvectors of a real symmetric matrix resolve the scalar product of any two vectors. -/
theorem completeness (hH : H.IsHermitian) (x y : Fin n → ℝ) :
    x ⬝ᵥ y = ∑ k, (state hH k ⬝ᵥ x) * (state hH k ⬝ᵥ y) := by
  have hd : ∀ p q : EuclideanSpace ℝ (Fin n), inner ℝ p q = p.ofLp ⬝ᵥ q.ofLp := by
    intro p q
    simp [PiLp.inner_apply, dotProduct, mul_comm]
  have h := hH.eigenvectorBasis.sum_inner_mul_inner (WithLp.toLp 2 x) (WithLp.toLp 2 y)
  simp only [hd] at h
  refine h.symm.trans ?_
  -- pass from Mathlib's order of the eigenvectors to the sorted one
  rw [← Equiv.sum_comp (Tuple.sort hH.eigenvalues)]
  refine Finset.sum_congr rfl fun k _ => ?_
  rw [dotProduct_comm (state hH k) x]
  rfl

/-- The energy form of a real symmetric matrix is the sum of its roots, each weighted by the
squared overlap of the trial vector with the eigenvector. -/
theorem energy_eq_sum (hH : H.IsHermitian) (x : Fin n → ℝ) :
    energy H x = ∑ k, level hH k * (state hH k ⬝ᵥ x) ^ 2 := by
  have hT : Hᵀ = H := by
    rw [← Matrix.conjTranspose_eq_transpose_of_trivial]
    exact hH
  have he : ∀ k, H *ᵥ state hH k = level hH k • state hH k :=
    fun k => hH.mulVec_eigenvectorBasis _
  rw [energy, completeness hH]
  refine Finset.sum_congr rfl fun k _ => ?_
  -- let the Hamiltonian act on the eigenvector to its left
  rw [Matrix.dotProduct_mulVec, ← Matrix.mulVec_transpose, hT, he, smul_dotProduct, smul_eq_mul]
  ring
```

The two bounds compare these sums term by term. For each $i$, either the sorted order gives the inequality between roots, multiplied by a nonnegative square, or the orthogonality condition makes the term vanish.

```lean
/-- For a real symmetric matrix, a trial vector orthogonal to all eigenvectors above the `k`-th has
energy form at most the `k`-th root times its squared norm. -/
theorem energy_le (hH : H.IsHermitian) (k : Fin n) (x : Fin n → ℝ)
    (hx : ∀ i, k < i → state hH i ⬝ᵥ x = 0) : energy H x ≤ level hH k * (x ⬝ᵥ x) := by
  rw [energy_eq_sum hH, completeness hH x x, Finset.mul_sum]
  refine Finset.sum_le_sum fun i _ => ?_
  rcases le_or_gt i k with h | h
  · rw [← sq]
    exact mul_le_mul_of_nonneg_right (Tuple.monotone_sort hH.eigenvalues h) (sq_nonneg _)
  · simp [hx i h]

/-- For a real symmetric matrix, a trial vector orthogonal to all eigenvectors below the `k`-th has
energy form at least the `k`-th root times its squared norm. -/
theorem le_energy (hH : H.IsHermitian) (k : Fin n) (x : Fin n → ℝ)
    (hx : ∀ i, i < k → state hH i ⬝ᵥ x = 0) : level hH k * (x ⬝ᵥ x) ≤ energy H x := by
  rw [energy_eq_sum hH, completeness hH x x, Finset.mul_sum]
  refine Finset.sum_le_sum fun i _ => ?_
  rcases le_or_gt k i with h | h
  · rw [← sq]
    exact mul_le_mul_of_nonneg_right (Tuple.monotone_sort hH.eigenvalues h) (sq_nonneg _)
  · simp [hx i h]
```

**Q.** And the nonzero vector that you got by counting conditions?

**A.** `exists_trial` puts the conditions into the rows of a square matrix `M`: vectors from `p` below position $k$, vectors from `q` above it, and zeros in row $k$. The zero row makes the determinant vanish, so `M` sends some nonzero $x$ to zero. For $n=1$ there are no conditions, and any nonzero number will do.

```lean
/-- In `n` dimensions some nonzero trial vector meets `n - 1` orthogonality conditions, here
taken from `p` below position `k` and from `q` above it. -/
theorem exists_trial (p q : Fin n → Fin n → ℝ) (k : Fin n) :
    ∃ x : Fin n → ℝ, 0 < x ⬝ᵥ x ∧ (∀ i, i < k → p i ⬝ᵥ x = 0) ∧
      (∀ i, k < i → q i ⬝ᵥ x = 0) := by
  let M : Matrix (Fin n) (Fin n) ℝ := fun i => if i < k then p i else if k < i then q i else 0
  -- row `k` is empty, so the conditions have a nonzero solution
  have hdet : M.det = 0 := Matrix.det_eq_zero_of_row_eq_zero k fun j => by simp [M]
  obtain ⟨x, hx0, hx⟩ := Matrix.exists_mulVec_eq_zero_iff.mpr hdet
  refine ⟨x, ?_, fun i h => ?_, fun i h => ?_⟩
  · exact lt_of_le_of_ne (Finset.sum_nonneg fun i _ => mul_self_nonneg _)
      fun h => hx0 (dotProduct_self_eq_zero.mp h.symm)
  · have hi : M i = p i := if_pos h
    rw [← hi]
    exact congrFun hx i
  · have hi : M i = q i := (if_neg (not_lt_of_gt h)).trans (if_pos h)
    rw [← hi]
    exact congrFun hx i
```

`pad_facts` supplies the two equalities for $Px$. It also says that $v\cdot Px$ involves only the old components of $v$, which turns a condition from the enlarged space into one on $x$.

```lean
/-- An old trial vector keeps its energy form and its squared norm in the enlarged basis, and
only the old components of a vector enter its overlap with it. -/
theorem pad_facts (H : Matrix (Fin n) (Fin n) ℝ) (c : Fin n → ℝ) (d : ℝ) (x : Fin n → ℝ) :
    energy (bordered H c d) (pad x) = energy H x ∧ pad x ⬝ᵥ pad x = x ⬝ᵥ x ∧
      ∀ v : Fin (n + 1) → ℝ, v ⬝ᵥ pad x = (fun m : Fin n => v m.succ) ⬝ᵥ x := by
  refine ⟨?_, ?_, fun v => ?_⟩
  · simp [energy, bordered, pad, dotProduct, Matrix.mulVec, Fin.sum_univ_succ]
  · simp [pad, dotProduct, Fin.sum_univ_succ]
  · simp [pad, dotProduct, Fin.sum_univ_succ]
```

**Q.** Now the theorem itself. Read it to me.

**A.** For every real symmetric `H`, every coupling vector `c`, every real `d` and every old position `k`, two inequalities hold. `k.castSucc` is the same number $k$ among the $n+1$ new positions, and `k.succ` is $k+1$. The statement is therefore $b_k\le a_k$ and $a_k\le b_{k+1}$.

Each half of the proof calls `exists_trial` with the conditions I listed, removing the new-function component from the $v_j$. It then chains the two energy bounds through `pad_facts`, and `le_of_mul_le_mul_right` cancels the positive factor $x\cdot x$.

```lean
/-- **Interlacing of old and new roots.** When one orthonormal basis function is added to a real
symmetric Hamiltonian matrix, each root falls or stays, but not below the old root beneath it:
`b_k ≤ a_k ≤ b_(k+1)`. -/
theorem interlacing (hH : H.IsHermitian) (c : Fin n → ℝ) (d : ℝ) (k : Fin n) :
    level (bordered_isHermitian hH c d) k.castSucc ≤ level hH k ∧
      level hH k ≤ level (bordered_isHermitian hH c d) k.succ := by
  have hB := bordered_isHermitian hH c d
  constructor
  · -- no new states below `k`, no old states above `k`
    obtain ⟨x, hpos, hv, hu⟩ :=
      exists_trial (fun i m => state hB i.castSucc m.succ) (state hH) k
    obtain ⟨hE, hN, hD⟩ := pad_facts H c d x
    have lo := le_energy hB k.castSucc (pad x) (fun j hj => by
      rw [hD]
      exact hv ⟨j.val, (show j.val < k.val from hj).trans k.isLt⟩ hj)
    rw [hE, hN] at lo
    exact le_of_mul_le_mul_right (lo.trans (energy_le hH k x hu)) hpos
  · -- no old states below `k`, no new states above `k + 1`
    obtain ⟨x, hpos, hu, hv⟩ :=
      exists_trial (state hH) (fun i m => state hB i.succ m.succ) k
    obtain ⟨hE, hN, hD⟩ := pad_facts H c d x
    have up := energy_le hB k.succ (pad x) (fun j => by
      induction j using Fin.cases with
      | zero => exact fun h => absurd h (Fin.not_lt_zero _)
      | succ i =>
        intro hi
        rw [hD]
        exact hv i (Fin.succ_lt_succ_iff.mp hi))
    rw [hE, hN] at up
    exact le_of_mul_le_mul_right ((le_energy hH k x hu).trans up) hpos
```

**Q.** Is this the Hylleraas–Undheim–MacDonald theorem? I know that name as a promise that my $k$-th root lies above the $k$-th exact energy.

**A.** The name is also used for the interlacing itself, which is what you see here: a comparison of two finite matrices. Your promise needs more. No exact Hamiltonian on an infinite-dimensional space appears, so the theorem gives neither that bound nor convergence to the exact energy, let alone a rate.

**Q.** What happens to degenerate levels?

**A.** If $a_k=a_{k+1}$, interlacing gives $a_k\le b_{k+1}\le a_{k+1}=a_k$, so $b_{k+1}$ equals the old value. Physically, some combination of the two degenerate states has zero coupling to the new function and stays an eigenvector. The proof joins the two inequalities by antisymmetry.

```lean
/-- If two consecutive roots of a real symmetric matrix coincide, the upper of the two positions
keeps that value when one orthonormal basis function is added. -/
theorem degenerate_root_persists (hH : H.IsHermitian) (c : Fin n → ℝ) (d : ℝ) (k : Fin n)
    (hk : k.val + 1 < n) (h : level hH k = level hH ⟨k.val + 1, hk⟩) :
    level (bordered_isHermitian hH c d) k.succ = level hH k :=
  le_antisymm ((interlacing hH c d ⟨k.val + 1, hk⟩).1.trans h.ge) (interlacing hH c d k).2
```

**Q.** In practice I add whole shells, not single functions.

**A.** Then apply the left inequality repeatedly. `root_never_rises` takes a family of symmetric matrices, one for each size $N$, in which `hstep` says that each is the previous one with a border. For $N\le M$, root $k$ of the larger matrix is at most root $k$ of the smaller. The proof is induction on $M$, with `interlacing` as the step; `Fin.castLE` only carries the number $k$ into the larger range.

The lower bound weakens when several functions are added: this theorem doesn't keep the new root above the old root beneath it.

```lean
/-- In a sequence of real symmetric Hamiltonian matrices grown by one orthonormal basis function
at a time, the `k`-th root never rises as the basis grows. -/
theorem root_never_rises (H : ∀ N, Matrix (Fin N) (Fin N) ℝ) (hH : ∀ N, (H N).IsHermitian)
    (c : ∀ N, Fin N → ℝ) (d : ℕ → ℝ) (hstep : ∀ N, H (N + 1) = bordered (H N) (c N) (d N))
    {N M : ℕ} (hNM : N ≤ M) (k : Fin N) :
    level (hH M) (Fin.castLE hNM k) ≤ level (hH N) k := by
  induction M, hNM using Nat.le_induction with
  | base => exact le_rfl
  | succ M hNM ih =>
    have key : ∀ (A : Matrix (Fin (M + 1)) (Fin (M + 1)) ℝ) (hA : A.IsHermitian),
        A = bordered (H M) (c M) (d M) →
        level hA (Fin.castLE hNM k).castSucc ≤ level (hH M) (Fin.castLE hNM k) := by
      rintro _ _ rfl
      exact (interlacing (hH M) _ _ _).1
    exact (key _ (hH (M + 1)) (hstep M)).trans ih

end

end BasisSetInterlacing
```

**Q.** So which of my calculations does this describe?

**A.** Configuration interaction with fixed real orbitals, in a finite orthonormal set of determinants: as determinants are added, every root falls or stays. The "basis function" is then a many-electron function. Hartree–Fock orbital energies are a different case, because the Fock matrix depends on the density and its old block generally changes when the basis grows.

```lean
#print axioms BasisSetInterlacing.interlacing
#print axioms BasisSetInterlacing.degenerate_root_persists
#print axioms BasisSetInterlacing.root_never_rises
```

```
'BasisSetInterlacing.interlacing' depends on axioms: [propext, Classical.choice, Quot.sound]
'BasisSetInterlacing.degenerate_root_persists' depends on axioms: [propext, Classical.choice, Quot.sound]
'BasisSetInterlacing.root_never_rises' depends on axioms: [propext, Classical.choice, Quot.sound]
```
